# Boltzmann distributions with an exponentially relaxing mean solve the master equation of harmonic oscillators in a heat bath

Let harmonic oscillators exchange single quanta with a heat bath, at rates linear in the quantum number. The Boltzmann distribution whose mean number of quanta relaxes exponentially from its initial value m0 ≥ 0 to the bath value, with a rate constant equal to the 1 → 0 rate minus the 0 → 1 rate, then solves the master equation at every t ≥ 0. This gives master-equation codes for vibrational energy transfer an analytic test case, restricted to an infinite harmonic ladder with single-quantum steps and no reaction.

```lean
import Mathlib

open Filter Topology

namespace OscillatorRelaxation

noncomputable section
```

Write Pₙ(m) for the population of level n = 0, 1, 2, … at mean m ≥ 0; this is `occupation m n`:

Pₙ(m) = mⁿ / (1 + m)ⁿ⁺¹

```lean
/-- Population of level `n` in the Boltzmann distribution of a harmonic oscillator with
mean number of quanta `m`; the domain is `m ≥ 0`. -/
def occupation (m : ℝ) (n : ℕ) : ℝ := m ^ n / (1 + m) ^ (n + 1)
```

The transition n → n−1 has rate k n, and n → n+1 has rate k q (n+1). Here k > 0 is the rate constant for 1 → 0 at the given bath density. The number q, with 0 ≤ q < 1, is the bath's Boltzmann factor for one quantum, as detailed balance requires; q = 0 is the limit of zero bath temperature. The linear factors are those of a weak coupling linear in the oscillator coordinate. These rates are assumed, not derived. For populations pₙ the rate of change `masterRate k q p n` is

Rₙ(k, q; p) = k [(n+1) pₙ₊₁ − (n + (n+1) q) pₙ + n q pₙ₋₁],

without the last term at n = 0. Lean treats the ground level separately and writes every higher level as `n + 1`.

```lean
/-- Rate of change of the population of each level when the bath takes up single quanta with
rate `k n` and supplies them with rate `k q (n + 1)` from level `n`. -/
def masterRate (k q : ℝ) (p : ℕ → ℝ) : ℕ → ℝ
  | 0 => k * (p 1 - q * p 0)
  | n + 1 => k * (((n : ℝ) + 2) * p (n + 2)
      - (((n : ℝ) + 1) + ((n : ℝ) + 2) * q) * p (n + 1) + ((n : ℝ) + 1) * q * p n)
```

The proposed mean, `meanQuanta k q m0 t`, is

M(t) = q/(1−q) + (m0 − q/(1−q)) exp(−k(1−q)t).

```lean
/-- Mean number of quanta at time `t`, starting from `m0`; the domain is `q ≠ 1`. -/
def meanQuanta (k q m0 t : ℝ) : ℝ :=
  q / (1 - q) + (m0 - q / (1 - q)) * Real.exp (-(k * (1 - q) * t))
```

## (a) Populations at the bath mean

Show that for q < 1

Pₙ(q/(1−q)) = (1−q) qⁿ.

Solution. Since 1 + q/(1−q) = 1/(1−q), the population is qⁿ (1−q)⁻ⁿ (1−q)ⁿ⁺¹ = (1−q) qⁿ. Lean proves the first identity as `h1` and then clears the powers.

```lean
/-- With mean `q / (1 - q)` the populations are `(1 - q) q ^ n`. -/
theorem occupation_geometric {q : ℝ} (hq : q < 1) (n : ℕ) :
    occupation (q / (1 - q)) n = (1 - q) * q ^ n := by
  have h : 1 - q ≠ 0 := by linarith
  have h1 : 1 + q / (1 - q) = 1 / (1 - q) := by
    rw [eq_div_iff h, add_mul, div_mul_cancel₀ _ h]
    ring
  have hp : (1 - q) ^ n ≠ 0 := pow_ne_zero n h
  rw [occupation, h1, div_pow, div_pow, one_pow, div_div_eq_mul_div, div_one, pow_succ,
    div_mul_eq_mul_div, div_eq_iff hp]
  ring
```

## (b) The canonical form

Let θ > 0 be the level spacing divided by the thermal energy, and x = exp(−θ). Show that

Pₙ(x/(1−x)) = exp(−nθ) / Σⱼ exp(−jθ), j = 0, 1, 2, …

Solution. By (a) the left side is (1−x) xⁿ. The geometric series gives Σⱼ xʲ = 1/(1−x), and xⁿ = exp(−nθ). The zero-point energy would cancel in the ratio, so it is left out.

```lean
/-- For a level spacing of `θ` in units of the thermal energy, the populations are the
Boltzmann factors divided by the partition function. -/
theorem occupation_canonical {θ : ℝ} (hθ : 0 < θ) (n : ℕ) :
    occupation (Real.exp (-θ) / (1 - Real.exp (-θ))) n
      = Real.exp (-(n * θ)) / ∑' j : ℕ, Real.exp (-(j * θ)) := by
  have hx : Real.exp (-θ) < 1 := Real.exp_lt_one_iff.mpr (by linarith)
  have e : ∀ j : ℕ, Real.exp (-(j * θ)) = Real.exp (-θ) ^ j := by
    intro j
    rw [← Real.exp_nat_mul, mul_neg]
  simp_rw [e]
  rw [occupation_geometric hx, tsum_geometric_of_lt_one (Real.exp_pos _).le hx, div_inv_eq_mul,
    mul_comm]
```

## (c) Normalisation and mean

Show that for m ≥ 0

Σₙ Pₙ(m) = 1 and Σₙ n Pₙ(m) = m.

Solution. Put r = m/(1+m), so that 0 ≤ r < 1 and 1 − r = 1/(1+m). Then Pₙ = (1−r) rⁿ. From Σ rⁿ = 1/(1−r) and Σ n rⁿ = r/(1−r)² the two sums are 1 and r/(1−r) = m. In Lean, `HasSum f s` says that the series of f converges to s; `e` is the geometric form, and Mathlib supplies both series.

```lean
/-- The populations sum to one and their mean number of quanta is `m`. -/
theorem occupation_sum_and_mean {m : ℝ} (hm : 0 ≤ m) :
    HasSum (occupation m) 1 ∧ HasSum (fun n : ℕ => (n : ℝ) * occupation m n) m := by
  have hp : 0 < 1 + m := by linarith
  have hne : 1 + m ≠ 0 := hp.ne'
  have h0 : 0 ≤ m / (1 + m) := div_nonneg hm hp.le
  have h1 : m / (1 + m) < 1 := by
    rw [div_lt_one hp]
    linarith
  have hr : 1 - m / (1 + m) = (1 + m)⁻¹ := by
    field_simp
    ring
  -- the populations form a geometric sequence with ratio m / (1 + m)
  have e : ∀ n, occupation m n = (1 + m)⁻¹ * (m / (1 + m)) ^ n := by
    intro n
    rw [occupation, div_pow, pow_succ, div_mul_eq_div_div, div_eq_mul_inv _ (1 + m), mul_comm]
  constructor
  · have h := (hasSum_geometric_of_lt_one h0 h1).mul_left (1 + m)⁻¹
    rw [hr, inv_inv, inv_mul_cancel₀ hne] at h
    rw [funext e]
    exact h
  · have hn : ‖m / (1 + m)‖ < 1 := by rwa [Real.norm_of_nonneg h0]
    have h := (hasSum_coe_mul_geometric_of_norm_lt_one hn).mul_left (1 + m)⁻¹
    have v : (1 + m)⁻¹ * (m / (1 + m) / (1 - m / (1 + m)) ^ 2) = m := by
      rw [hr]
      field_simp
    rw [v] at h
    have e' : (fun n : ℕ => (n : ℝ) * occupation m n)
        = fun n : ℕ => (1 + m)⁻¹ * ((n : ℝ) * (m / (1 + m)) ^ n) := by
      funext n
      rw [e n, mul_left_comm]
    rw [e']
    exact h
```

## (d) The derivative with respect to the mean

Show that for m ≥ 0

dPₙ/dm = (n+1) Pₙ₊₁ − (2n+1) Pₙ + n Pₙ₋₁,

which is Rₙ(1, 1; P(m)).

Solution. For n ≥ 1 the quotient rule gives

dPₙ/dm = mⁿ⁻¹ (n − m) / (1+m)ⁿ⁺².

Over the same denominator, the right side has the numerator

mⁿ⁻¹ [(n+1)m² − (2n+1)m(1+m) + n(1+m)²] = mⁿ⁻¹ (n − m).

For n = 0 both sides equal −1/(1+m)². Lean makes the same split with `cases n`, and `field_simp` and `ring` do the algebra.

Differentiating ln Pₙ looks quicker, but it fails at m = 0, where Pₙ = 0 for n ≥ 1. That would leave out the instant t = 0 for oscillators that all start in the ground level.

```lean
/-- The derivative of a Boltzmann population with respect to the mean number of quanta is the
master-equation rate with `k = q = 1`. -/
theorem hasDerivAt_occupation {m : ℝ} (hm : 0 ≤ m) (n : ℕ) :
    HasDerivAt (fun x => occupation x n) (masterRate 1 1 (occupation m) n) m := by
  have hne : 1 + m ≠ 0 := by linarith
  have h2 := ((hasDerivAt_id' m).const_add 1).fun_pow (n + 1)
  have h := (hasDerivAt_pow n m).fun_div h2 (pow_ne_zero (n + 1) hne)
  refine h.congr_deriv ?_
  cases n with
  | zero =>
    norm_num [masterRate, occupation]
    field_simp
    ring
  | succ n =>
    simp only [masterRate, occupation, Nat.add_sub_cancel]
    push_cast
    field_simp
    ring
```

## (e) The rate for general k and q

Show that for m ≥ 0

Rₙ(k, q; P(m)) = k (q − (1−q)m) Rₙ(1, 1; P(m)).

Solution. The net downward flow from n+1 to n is

Jₙ = k(n+1)(Pₙ₊₁ − q Pₙ) = −k (q − (1−q)m) (n+1) Pₙ/(1+m),

because Pₙ₊₁ = m Pₙ/(1+m). For k = q = 1 the flow is −(n+1) Pₙ/(1+m), so every flow carries the same factor k(q − (1−q)m). So does Rₙ = Jₙ − Jₙ₋₁, with J₋₁ = 0. Lean checks the identity by direct algebra, without flows.

```lean
/-- On a Boltzmann distribution the master-equation rate is `k (q - (1 - q) m)` times the
rate with `k = q = 1`. -/
theorem masterRate_occupation {m : ℝ} (hm : 0 ≤ m) (k q : ℝ) (n : ℕ) :
    masterRate k q (occupation m) n
      = k * (q - (1 - q) * m) * masterRate 1 1 (occupation m) n := by
  have hne : 1 + m ≠ 0 := by linarith
  cases n with
  | zero =>
    simp only [masterRate, occupation]
    field_simp
    ring
  | succ n =>
    simp only [masterRate, occupation]
    field_simp
    ring
```

## (f) The condition on the mean

Let m(t) ≥ 0 be differentiable at t. Show that the populations Pₙ(m(t)) satisfy the master equation at t for all n exactly when

m′(t) = k (q − (1−q) m(t)).

Solution. By the chain rule and (d), dPₙ/dt = Rₙ(1, 1; P) m′. By (e) the master equation asks for k(q − (1−q)m) Rₙ(1, 1; P). If the condition holds, the two agree for every n. Conversely, take n = 0: R₀(1, 1; P) = −1/(1+m)² is not zero and can be cancelled. In Lean, `chain` is the first step and `g0` permits the cancellation.

```lean
/-- A Boltzmann distribution with time-dependent mean `m` satisfies the master equation at
time `t` exactly when the mean obeys `m' = k (q - (1 - q) m)` there. -/
theorem boltzmann_solves_iff {m : ℝ → ℝ} {m' t : ℝ} (hm : 0 ≤ m t)
    (hd : HasDerivAt m m' t) (k q : ℝ) :
    (∀ n, HasDerivAt (fun s => occupation (m s) n) (masterRate k q (occupation (m t)) n) t)
      ↔ m' = k * (q - (1 - q) * m t) := by
  have chain : ∀ n, HasDerivAt (fun s => occupation (m s) n)
      (masterRate 1 1 (occupation (m t)) n * m') t :=
    fun n => (hasDerivAt_occupation hm n).comp t hd
  constructor
  · intro h
    -- the ground level alone fixes the derivative of the mean
    have h0 := (chain 0).unique (h 0)
    rw [masterRate_occupation hm k q 0, mul_comm (k * _)] at h0
    have hne : 1 + m t ≠ 0 := by linarith
    have g : masterRate 1 1 (occupation (m t)) 0 = -(1 / (1 + m t) ^ 2) := by
      simp only [masterRate, occupation]
      field_simp
      ring
    have g0 : masterRate 1 1 (occupation (m t)) 0 ≠ 0 := by
      rw [g]
      exact neg_ne_zero.mpr (one_div_ne_zero (pow_ne_zero 2 hne))
    exact mul_left_cancel₀ g0 h0
  · intro h n
    refine (chain n).congr_deriv ?_
    rw [masterRate_occupation hm k q n, h, mul_comm]
```

## (g) The explicit mean

Show that for q < 1

dM/dt = k (q − (1−q) M).

Solution. With a = q/(1−q), differentiation gives dM/dt = −k(1−q)(M − a), and (1−q)a = q. The last identity is `ha`, which `linear_combination` uses.

```lean
/-- The explicit mean number of quanta obeys the linear relaxation equation
`m' = k (q - (1 - q) m)`. -/
theorem hasDerivAt_meanQuanta {q : ℝ} (hq : q < 1) (k m0 t : ℝ) :
    HasDerivAt (meanQuanta k q m0) (k * (q - (1 - q) * meanQuanta k q m0 t)) t := by
  have h : 1 - q ≠ 0 := by linarith
  have ha : (1 - q) * (q / (1 - q)) = q := by field_simp
  have h1 : HasDerivAt (fun s => -(k * (1 - q) * s)) (-(k * (1 - q))) t :=
    ((hasDerivAt_id' t).const_mul (k * (1 - q))).fun_neg.congr_deriv (by ring)
  refine ((h1.exp.const_mul (m0 - q / (1 - q))).const_add (q / (1 - q))).congr_deriv ?_
  unfold meanQuanta
  generalize q / (1 - q) = a at ha ⊢
  linear_combination k * ha
```

## (h) The relaxing Boltzmann distribution

Let k > 0, 0 ≤ q < 1 and m0 ≥ 0. Show that M(0) = m0 and that for all t ≥ 0 the populations Pₙ(M(t)) sum to one, have mean M(t) and obey

dPₙ(M(t))/dt = Rₙ(k, q; P(M(t))) for every n.

Solution. At t = 0 the exponential is 1, so M(0) = m0. With E = exp(−k(1−q)t), which lies between 0 and 1,

M(t) = (1−E) q/(1−q) + E m0 ≥ 0.

Now (c) gives the sums, and (f) with (g) gives the master equation. The theorem provides a solution for a Boltzmann start; it does not address uniqueness or other initial distributions.

```lean
/-- The mean `meanQuanta k q m0 t` equals `m0` at `t = 0`, and for all `t ≥ 0` the Boltzmann
distribution with this mean is normalised and solves the master equation. -/
theorem boltzmann_relaxation {k q m0 : ℝ} (hk : 0 < k) (hq0 : 0 ≤ q) (hq1 : q < 1)
    (hm0 : 0 ≤ m0) :
    meanQuanta k q m0 0 = m0 ∧ ∀ t, 0 ≤ t →
      HasSum (occupation (meanQuanta k q m0 t)) 1 ∧
      HasSum (fun n : ℕ => (n : ℝ) * occupation (meanQuanta k q m0 t) n)
        (meanQuanta k q m0 t) ∧
      ∀ n, HasDerivAt (fun s => occupation (meanQuanta k q m0 s) n)
        (masterRate k q (occupation (meanQuanta k q m0 t)) n) t := by
  refine ⟨by simp [meanQuanta], fun t ht => ?_⟩
  have hq : 0 < 1 - q := by linarith
  -- the mean is a weighted average of its initial and its final value
  have hm : 0 ≤ meanQuanta k q m0 t := by
    have ha : 0 ≤ q / (1 - q) := div_nonneg hq0 hq.le
    have he : Real.exp (-(k * (1 - q) * t)) ≤ 1 :=
      Real.exp_le_one_iff.mpr (neg_nonpos.mpr (by positivity))
    have h1 := mul_nonneg ha (sub_nonneg.mpr he)
    have h2 := mul_nonneg hm0 (Real.exp_pos (-(k * (1 - q) * t))).le
    unfold meanQuanta
    linarith
  obtain ⟨hs, hmean⟩ := occupation_sum_and_mean hm
  exact ⟨hs, hmean,
    (boltzmann_solves_iff hm (hasDerivAt_meanQuanta hq1 k m0 t) k q).mpr rfl⟩
```

## (i) Long times

Let k > 0 and 0 ≤ q < 1. Show that for every n

Pₙ(M(t)) → (1−q) qⁿ as t → ∞.

Solution. Since k(1−q) > 0, the exponential vanishes and M(t) → q/(1−q). By (d), Pₙ is differentiable there, hence continuous, and (a) gives the value. Lean allows any real `m0`, though only m0 ≥ 0 is physical.

```lean
/-- In the Boltzmann distribution with mean `meanQuanta k q m0 t`, the population of every level `n`
tends to `(1 - q) q ^ n` at long times. -/
theorem tendsto_equilibrium {k q : ℝ} (hk : 0 < k) (hq0 : 0 ≤ q) (hq1 : q < 1)
    (m0 : ℝ) (n : ℕ) :
    Tendsto (fun t => occupation (meanQuanta k q m0 t) n) atTop (𝓝 ((1 - q) * q ^ n)) := by
  have hq : 0 < 1 - q := by linarith
  have h1 : Tendsto (fun t : ℝ => Real.exp (-(k * (1 - q) * t))) atTop (𝓝 0) :=
    Real.tendsto_exp_neg_atTop_nhds_zero.comp
      (tendsto_id.const_mul_atTop (mul_pos hk hq))
  have h2 := (h1.const_mul (m0 - q / (1 - q))).const_add (q / (1 - q))
  rw [mul_zero, add_zero] at h2
  rw [← occupation_geometric hq1 n]
  exact (hasDerivAt_occupation (div_nonneg hq0 hq.le) n).continuousAt.tendsto.comp h2

end

end OscillatorRelaxation
```

```lean
#print axioms OscillatorRelaxation.occupation_canonical
#print axioms OscillatorRelaxation.boltzmann_relaxation
#print axioms OscillatorRelaxation.tendsto_equilibrium
```

```
'OscillatorRelaxation.occupation_canonical' depends on axioms: [propext, Classical.choice, Quot.sound]
'OscillatorRelaxation.boltzmann_relaxation' depends on axioms: [propext, Classical.choice, Quot.sound]
'OscillatorRelaxation.tendsto_equilibrium' depends on axioms: [propext, Classical.choice, Quot.sound]
```
